# For a finite-dimensional Hamiltonian, the residual norm of a normalised trial state bounds the distance from the trial energy to the nearest level

Let `T` be a self-adjoint operator, such as a Hamiltonian, on a finite-dimensional real or complex inner product space, with an orthonormal basis of eigenvectors `b i` and real eigenvalues `c i`. The lemma says that if a nonzero vector `v`, not necessarily normalised, and a number `μ` satisfy ‖Tv − μv‖/‖v‖ ≤ ε, then at least one eigenvalue lies within ε of `μ`. The attempt argues by contradiction: if every eigenvalue were farther than ε from `μ`, expanding the residual in the eigenbasis and using Parseval's identity would make its norm exceed ε‖v‖. For the strict inequality it needs some component of `v` to be nonzero, and it proves this by supposing that all of them vanish.

Lean 4 with Mathlib refuses this proof:

```lean
import Mathlib

open scoped InnerProductSpace

namespace ExistsLevelNear

noncomputable section

variable {𝕜 V : Type*} [RCLike 𝕜] [NormedAddCommGroup V] [InnerProductSpace 𝕜 V]

/-- Let `b` be a finite orthonormal basis of eigenvectors of a self-adjoint `T`, with real
eigenvalues `c i`. If a nonzero `v` satisfies the eigenvalue equation of `T` for the number `μ` up
to a residual of norm at most `ε‖v‖`, then some eigenvalue `c i` of `T` is within `ε` of `μ`. -/
theorem exists_level_near {ι : Type*} [Fintype ι] (b : OrthonormalBasis ι 𝕜 V)
    {T : V →ₗ[𝕜] V} (hT : T.IsSymmetric) {c : ι → ℝ}
    (hc : ∀ i, T (b i) = (c i : 𝕜) • b i) {μ : 𝕜} {ε : ℝ} {v : V} (hv : v ≠ 0)
    (h : ‖T v - μ • v‖ ≤ ε * ‖v‖) : ∃ i, ‖(c i : 𝕜) - μ‖ ≤ ε := by
  by_contra! hlt
  have hv0 : 0 < ‖v‖ := norm_pos_iff.2 hv
  have hε : 0 ≤ ε := nonneg_of_mul_nonneg_left ((norm_nonneg _).trans h) hv0
  have parseval : ∀ x : V, ∑ i, ‖inner 𝕜 (b i) x‖ ^ 2 = ‖x‖ ^ 2 := by
    intro x
    rw [← b.repr.norm_map x, EuclideanSpace.norm_sq_eq]
    simp only [b.repr_apply_apply]
  -- components of the residual in the eigenbasis
  have hcoef : ∀ i, inner 𝕜 (b i) (T v - μ • v) = ((c i : 𝕜) - μ) * inner 𝕜 (b i) v := by
    intro i
    rw [inner_sub_right, ← hT (b i) v, hc, inner_smul_left, inner_smul_right,
      RCLike.conj_ofReal]
    ring
  have hsq : ∀ i, ε ^ 2 < ‖(c i : 𝕜) - μ‖ ^ 2 := fun i =>
    pow_lt_pow_left₀ (hlt i) hε two_ne_zero
  obtain ⟨j, hj⟩ : ∃ j, inner 𝕜 (b j) v ≠ 0 := by
    by_contra! h0
    have hp := parseval v
    simp only [h0, norm_zero] at hp
    have : 0 < ‖v‖ ^ 2 := by positivity
    simp at hp
    exact hv hp
  have hsum : ∑ i, ε ^ 2 * ‖inner 𝕜 (b i) v‖ ^ 2
      < ∑ i, ‖inner 𝕜 (b i) (T v - μ • v)‖ ^ 2 := by
    apply Finset.sum_lt_sum
    · intro i _
      rw [hcoef, norm_mul, mul_pow]
      exact mul_le_mul_of_nonneg_right (hsq i).le (sq_nonneg _)
    · refine ⟨j, Finset.mem_univ j, ?_⟩
      rw [hcoef, norm_mul, mul_pow]
      exact mul_lt_mul_of_pos_right (hsq j) (pow_pos (norm_pos_iff.2 hj) 2)
  rw [← Finset.mul_sum, parseval, parseval, ← mul_pow] at hsum
  exact absurd (pow_le_pow_left₀ (norm_nonneg _) h 2) (not_le_of_gt hsum)

end

end ExistsLevelNear
```

Lean reports:

```
Main.lean:39:13: error: Application type mismatch: The argument
  hp
has type
  Eq.{1} 0 (‖v‖ ^ 2)
but is expected to have type
  Eq.{u_2 + 1} v 0
in the application
  hv hp
```

What went wrong. The error is in the proof that `v` has a nonzero component. With all components assumed zero, Parseval's identity for `v` becomes a sum of zeros equal to `‖v‖ ^ 2`, and `simp at hp` reduces it to `0 = ‖v‖ ^ 2`. The attempt expected `simp` to go on to `v = 0`, which is what `hv : v ≠ 0` needs in order to give a contradiction. It stopped short because the zero is on the left, while the usual simplification lemma for a vanishing power, `pow_eq_zero_iff`, matches equations of the form `a ^ n = 0`. So `hv hp` passes an equation between real numbers where one between vectors is required.

The repair uses `hp` as it stands. From `hv0 : 0 < ‖v‖`, `pow_pos hv0 2` gives `0 < ‖v‖ ^ 2`, and `.ne` turns this into `0 ≠ ‖v‖ ^ 2`, with the sides in the same order as in `hp`, so `absurd` closes the goal. Deleting the `have` line is mere tidying: the fact it proved was never used.

The change, after which it compiles:

```diff
@@ -35,7 +35,6 @@
     have hp := parseval v
     simp only [h0, norm_zero] at hp
-    have : 0 < ‖v‖ ^ 2 := by positivity
     simp at hp
-    exact hv hp
+    exact absurd hp (pow_pos hv0 2).ne
   have hsum : ∑ i, ε ^ 2 * ‖inner 𝕜 (b i) v‖ ^ 2
       < ∑ i, ‖inner 𝕜 (b i) (T v - μ • v)‖ ^ 2 := by
```
